# The Hylleraas functional bounds the second-order energy from above when the shifted Hamiltonian is positive semidefinite

Let $A$ be a symmetric operator on a complex inner-product space, and let $y$ solve $Ay=-b$. For every trial vector $x$, the functional $J(x)=\mathrm{Re}\langle x,Ax\rangle+2\,\mathrm{Re}\langle x,b\rangle$ satisfies

$$J(x)=\mathrm{Re}\langle y,b\rangle+\mathrm{Re}\langle x-y,A(x-y)\rangle .$$

If $A$ is also positive semidefinite, then $J(x)\ge E_2:=\mathrm{Re}\langle y,b\rangle$.

## Second-order energy from a trial correction

In Rayleigh–Schrödinger theory, $H_0$ is the unperturbed Hamiltonian, $V$ the perturbation, $\psi_0$ the normalised reference state with $H_0\psi_0=E_0\psi_0$, where the level $E_0$ is taken to be nondegenerate, and $E_1$ the first-order energy. The first-order correction $\psi_1\perp\psi_0$ solves $Ay=-b$ with

$$A=H_0-E_0,\qquad b=(V-E_1)\psi_0 .$$

Since $\psi_1\perp\psi_0$, symmetry of $V$ gives
$$\mathrm{Re}\langle\psi_1,b\rangle=\mathrm{Re}\langle\psi_1,V\psi_0\rangle=\mathrm{Re}\langle\psi_0,V\psi_1\rangle,$$
which is the second-order energy. $A$ is positive semidefinite when $E_0$ is the lowest energy of $H_0$. In a finite basis with such a reference, an approximate $\psi_1$ inserted in $J$ therefore gives an upper bound to the second-order energy of the problem posed in that basis.

## Expansion about the solution

For a displacement $d$, symmetry gives $\langle x,Ad\rangle=\langle Ax,d\rangle=\overline{\langle d,Ax\rangle}$, so the two cross terms have equal real parts and

$$J(x+d)=J(x)+2\,\mathrm{Re}\langle d,Ax+b\rangle+\mathrm{Re}\langle d,Ad\rangle .$$

Expand about $y$ with $d=x-y$. The linear term vanishes, and $J(y)=-\mathrm{Re}\langle y,b\rangle+2\,\mathrm{Re}\langle y,b\rangle=\mathrm{Re}\langle y,b\rangle$. This is the identity, and positivity gives the bound. If $\|Av\|\le M\|v\|$ for all $v$, Cauchy–Schwarz gives
$$|J(x)-E_2|\le\|x-y\|\,\|A(x-y)\|\le M\|x-y\|^2 .$$

## Minimisers solve the first-order equation

Let $A$ be positive semidefinite and $x$ a minimiser. Put $r=Ax+b$ and $q=\mathrm{Re}\langle r,Ar\rangle\ge0$. For real $t$,
$$J(x+tr)-J(x)=2t\|r\|^2+t^2q .$$
Take $s=1/(q+1)$, so that $sq=1-s$, and $t=-s\|r\|^2$. The change is $-\|r\|^4s(1+s)$, which is negative unless $r=0$. Hence $Ax=-b$. Conversely, if $Ax=-b$, then $J(x)=\mathrm{Re}\langle x,b\rangle$, and the bound makes $x$ a minimiser. $A$ may be singular.

## Two levels with numbers

Take levels $0$ and $\Delta=2$ with coupling $g=1$, and the lower level as reference. Then $A=\mathrm{diag}(0,2)$, $b=(0,1)$, $\psi_1=(0,-\tfrac12)$ and $E_2=-g^2/\Delta=-0.5$. The trial vector $(0,-0.4)$ gives $J=2(0.16)-0.8=-0.48$, an error of $0.02=2(0.1)^2$. The exact ground energy is $1-\sqrt2\approx-0.414$, so $J$ bounds $E_2$ but not the exact energy.

For an excited reference the bound can fail, because $A$ then has negative directions. With the upper level as reference, $A=\mathrm{diag}(-2,0)$ and $b=(1,0)$. The identity still holds, but now $J(x)\le E_2=+0.5$ for every trial vector.

## How the Lean statements read

`E` is a complex inner-product space of any dimension, and `inner ℂ` is conjugate-linear in its first argument. `A : E →ₗ[ℂ] E` is defined on all of `E`, and `E` need not be complete, so an unbounded Hamiltonian is covered only when `E` is taken to be a subspace that it maps into itself. `IsSymmetric` means $\langle Au,v\rangle=\langle u,Av\rangle$, and `hpos` is positive semidefiniteness. A solution $y$ is assumed, not constructed.

In `second_order_bound`, `hlow` says that $E_0$ bounds $H_0$ from below, `hfirst` is the first-order equation and `horth` is $\psi_1\perp\psi_0$. The theorem needs neither normalisation of $\psi_0$, nor its eigenvalue equation, nor a nondegenerate $E_0$; these enter only when the bounded quantity is called the second-order energy. The trial vector `φ` need not be orthogonal to $\psi_0$.

```lean
import Mathlib

namespace HylleraasFunctional

noncomputable section

variable {E : Type*} [NormedAddCommGroup E] [InnerProductSpace ℂ E]

/-- The Hylleraas functional `J(x) = Re⟨x, A x⟩ + 2 Re⟨x, b⟩` of a trial first-order
correction `x`. -/
def hylleraas (A : E →ₗ[ℂ] E) (b x : E) : ℝ :=
  (inner ℂ x (A x)).re + 2 * (inner ℂ x b).re

/-- For symmetric `A`, the exact expansion of the functional about `x`: its value, a first variation
given by the residual `A x + b`, and a quadratic term. -/
theorem hylleraas_add {A : E →ₗ[ℂ] E} (hA : A.IsSymmetric) (b x d : E) :
    hylleraas A b (x + d) =
      hylleraas A b x + 2 * (inner ℂ d (A x + b)).re + (inner ℂ d (A d)).re := by
  -- symmetry makes the two cross terms equal in real part
  have h : (inner ℂ x (A d)).re = (inner ℂ d (A x)).re := by
    rw [← hA x d, ← inner_conj_symm (A x) d, Complex.conj_re]
  simp only [hylleraas, map_add, inner_add_left, inner_add_right, Complex.add_re]
  linarith

/-- If `A` is symmetric and `y` solves the first-order equation `A y = -b`, the functional is `Re⟨y,
b⟩` plus the quadratic form of `A` in the error `x - y`. -/
theorem hylleraas_eq {A : E →ₗ[ℂ] E} (hA : A.IsSymmetric) {b y : E}
    (hy : A y = -b) (x : E) :
    hylleraas A b x = (inner ℂ y b).re + (inner ℂ (x - y) (A (x - y))).re := by
  have h := hylleraas_add hA b y (x - y)
  -- the first variation vanishes at the solution
  rw [add_sub_cancel, hy, neg_add_cancel, inner_zero_right] at h
  have hv : hylleraas A b y = (inner ℂ y b).re := by
    simp only [hylleraas, hy, inner_neg_right, Complex.neg_re]
    ring
  rw [h, hv]
  simp

/-- Hylleraas variational principle: for symmetric positive semidefinite `A` and a solution `y` of
`A y = -b`, every trial vector gives an upper bound to `Re⟨y, b⟩`. -/
theorem hylleraas_bound {A : E →ₗ[ℂ] E} (hA : A.IsSymmetric)
    (hpos : ∀ v, 0 ≤ (inner ℂ v (A v)).re) {b y : E} (hy : A y = -b) (x : E) :
    (inner ℂ y b).re ≤ hylleraas A b x := by
  rw [hylleraas_eq hA hy x]
  linarith [hpos (x - y)]

/-- If `A` is symmetric and bounded by `M`, the error of the functional is at most `M` times the
squared error of the trial vector. -/
theorem hylleraas_error {A : E →ₗ[ℂ] E} (hA : A.IsSymmetric) {M : ℝ}
    (hM : ∀ v, ‖A v‖ ≤ M * ‖v‖) {b y : E} (hy : A y = -b) (x : E) :
    |hylleraas A b x - (inner ℂ y b).re| ≤ M * ‖x - y‖ ^ 2 := by
  rw [hylleraas_eq hA hy x, add_sub_cancel_left]
  calc |(inner ℂ (x - y) (A (x - y))).re|
      ≤ ‖inner ℂ (x - y) (A (x - y))‖ := Complex.abs_re_le_norm _
    _ ≤ ‖x - y‖ * ‖A (x - y)‖ := norm_inner_le_norm _ _
    _ ≤ ‖x - y‖ * (M * ‖x - y‖) :=
        mul_le_mul_of_nonneg_left (hM _) (norm_nonneg _)
    _ = M * ‖x - y‖ ^ 2 := by ring

/-- For symmetric positive semidefinite `A`, a vector minimises the Hylleraas functional exactly
when it solves the first-order equation. -/
theorem minimiser_iff {A : E →ₗ[ℂ] E} (hA : A.IsSymmetric)
    (hpos : ∀ v, 0 ≤ (inner ℂ v (A v)).re) (b x : E) :
    (∀ z, hylleraas A b x ≤ hylleraas A b z) ↔ A x = -b := by
  constructor
  · intro hmin
    obtain ⟨r, hr⟩ : ∃ r, r = A x + b := ⟨_, rfl⟩
    obtain ⟨q, hq⟩ : ∃ q, q = (inner ℂ r (A r)).re := ⟨_, rfl⟩
    have hq0 : 0 ≤ q := hq ▸ hpos r
    have hn : (inner ℂ r r).re = ‖r‖ ^ 2 := inner_self_eq_norm_sq (𝕜 := ℂ) r
    -- energy change along the residual
    have key : ∀ t : ℝ, 0 ≤ 2 * (t * ‖r‖ ^ 2) + t * (t * q) := by
      intro t
      have h1 := hmin (x + (t : ℂ) • r)
      rw [hylleraas_add hA, ← hr] at h1
      simp only [map_smul, inner_smul_left, inner_smul_right, Complex.conj_ofReal,
        Complex.re_ofReal_mul, hn, ← hq] at h1
      linarith
    -- a short step against the residual would lower the energy
    obtain ⟨s, hs, hsq⟩ : ∃ s : ℝ, 0 < s ∧ s * q = 1 - s := by
      refine ⟨1 / (q + 1), by positivity, ?_⟩
      have : q + 1 ≠ 0 := by positivity
      field_simp
      ring
    have h2 := key (-(‖r‖ ^ 2 * s))
    have h3 : 2 * (-(‖r‖ ^ 2 * s) * ‖r‖ ^ 2) + -(‖r‖ ^ 2 * s) * (-(‖r‖ ^ 2 * s) * q)
        = -((‖r‖ ^ 2) ^ 2 * (s * (1 + s))) := by
      linear_combination (‖r‖ ^ 2) ^ 2 * s * hsq
    rw [h3] at h2
    have hr0 : r = 0 := by
      by_contra hne
      have h4 : 0 < ‖r‖ := norm_pos_iff.mpr hne
      have h5 : 0 < (‖r‖ ^ 2) ^ 2 * (s * (1 + s)) := by positivity
      linarith
    exact eq_neg_of_add_eq_zero_left (hr.symm.trans hr0)
  · intro hx z
    have h := hylleraas_eq hA hx x
    rw [sub_self, map_zero, inner_zero_right, Complex.zero_re, add_zero] at h
    rw [h]
    exact hylleraas_bound hA hpos hx z

/-- Rayleigh-Schrödinger form, for symmetric `H₀` and `V`: if `E₀` bounds `H₀` from below and `ψ₁`
solves the first-order equation and is orthogonal to `ψ₀`, the functional bounds `Re⟨ψ₀, V ψ₁⟩` from
above. -/
theorem second_order_bound {H₀ V : E →ₗ[ℂ] E} (hH : H₀.IsSymmetric) (hV : V.IsSymmetric)
    {E₀ E₁ : ℝ} (hlow : ∀ v, E₀ * ‖v‖ ^ 2 ≤ (inner ℂ v (H₀ v)).re) {ψ₀ ψ₁ : E}
    (hfirst : H₀ ψ₁ - (E₀ : ℂ) • ψ₁ = -(V ψ₀ - (E₁ : ℂ) • ψ₀))
    (horth : inner ℂ ψ₁ ψ₀ = 0) (φ : E) :
    (inner ℂ ψ₀ (V ψ₁)).re ≤
      hylleraas (H₀ - (E₀ : ℂ) • LinearMap.id) (V ψ₀ - (E₁ : ℂ) • ψ₀) φ := by
  have hA : (H₀ - (E₀ : ℂ) • LinearMap.id).IsSymmetric := by
    intro u v
    simp only [LinearMap.sub_apply, LinearMap.smul_apply, LinearMap.id_apply,
      inner_sub_left, inner_sub_right, inner_smul_left, inner_smul_right,
      Complex.conj_ofReal, hH u v]
  have hpos : ∀ v, 0 ≤
      (inner ℂ v ((H₀ - (E₀ : ℂ) • LinearMap.id : E →ₗ[ℂ] E) v)).re := by
    intro v
    have hn : (inner ℂ v v).re = ‖v‖ ^ 2 := inner_self_eq_norm_sq (𝕜 := ℂ) v
    simp only [LinearMap.sub_apply, LinearMap.smul_apply, LinearMap.id_apply,
      inner_sub_right, inner_smul_right, Complex.sub_re, Complex.re_ofReal_mul, hn]
    linarith [hlow v]
  -- orthogonality removes the first-order energy from the overlap
  have hE : (inner ℂ ψ₀ (V ψ₁)).re = (inner ℂ ψ₁ (V ψ₀ - (E₁ : ℂ) • ψ₀)).re := by
    rw [inner_sub_right, inner_smul_right, horth, mul_zero, sub_zero, ← hV ψ₀ ψ₁,
      ← inner_conj_symm (V ψ₀) ψ₁, Complex.conj_re]
  rw [hE]
  exact hylleraas_bound hA hpos hfirst φ

/-- The two-level operator with real diagonal entries `a`, `d` and real coupling `g`. -/
def twoLevel (a g d : ℝ) : EuclideanSpace ℂ (Fin 2) →ₗ[ℂ] EuclideanSpace ℂ (Fin 2) where
  toFun v := !₂[(a : ℂ) * v 0 + g * v 1, (g : ℂ) * v 0 + d * v 1]
  map_add' u v := by
    ext i
    fin_cases i <;> simp <;> ring
  map_smul' c v := by
    ext i
    fin_cases i <;> simp <;> ring

/-- Every real two-level operator is symmetric. -/
theorem twoLevel_symmetric (a g d : ℝ) : (twoLevel a g d).IsSymmetric := by
  intro u v
  simp [twoLevel, PiLp.inner_apply, Fin.sum_univ_two]
  ring

/-- For `Δ > 0`, levels `e` and `e + Δ` with coupling `g` meet the hypotheses of
`second_order_bound`, and `⟨ψ₀, V ψ₁⟩ = -g² / Δ`. -/
theorem second_order_bound_witness (e g Δ : ℝ) (hΔ : 0 < Δ) :
    let H₀ := twoLevel e 0 (e + Δ)
    let V := twoLevel 0 g 0
    let ψ₀ : EuclideanSpace ℂ (Fin 2) := !₂[1, 0]
    let ψ₁ : EuclideanSpace ℂ (Fin 2) := !₂[0, -(g : ℂ) / Δ]
    H₀.IsSymmetric ∧ V.IsSymmetric ∧
      (∀ v, e * ‖v‖ ^ 2 ≤ (inner ℂ v (H₀ v)).re) ∧
      H₀ ψ₁ - (e : ℂ) • ψ₁ = -(V ψ₀ - ((0 : ℝ) : ℂ) • ψ₀) ∧
      inner ℂ ψ₁ ψ₀ = 0 ∧ inner ℂ ψ₀ (V ψ₁) = ((-g ^ 2 / Δ : ℝ) : ℂ) := by
  have hc : (Δ : ℂ) ≠ 0 := by exact_mod_cast hΔ.ne'
  refine ⟨twoLevel_symmetric _ _ _, twoLevel_symmetric _ _ _, ?_, ?_, ?_, ?_⟩
  · intro v
    rw [EuclideanSpace.norm_sq_eq]
    simp [twoLevel, PiLp.inner_apply, Fin.sum_univ_two, Complex.sq_norm,
      Complex.normSq_apply]
    nlinarith [mul_nonneg hΔ.le (add_nonneg (sq_nonneg (v 1).re) (sq_nonneg (v 1).im))]
  · ext i
    fin_cases i
    · simp [twoLevel]
    · simp [twoLevel]
      all_goals (field_simp; try ring)
  · simp [PiLp.inner_apply, Fin.sum_univ_two]
  · simp [twoLevel, PiLp.inner_apply, Fin.sum_univ_two]
    all_goals ring

end

end HylleraasFunctional
```

```lean
#print axioms HylleraasFunctional.hylleraas_error
#print axioms HylleraasFunctional.minimiser_iff
#print axioms HylleraasFunctional.second_order_bound
```

```
'HylleraasFunctional.hylleraas_error' depends on axioms: [propext, Classical.choice, Quot.sound]
'HylleraasFunctional.minimiser_iff' depends on axioms: [propext, Classical.choice, Quot.sound]
'HylleraasFunctional.second_order_bound' depends on axioms: [propext, Classical.choice, Quot.sound]
```

## From the expansion to the two-level check

`hylleraas_add` is the expansion; its step `h` equates the cross terms. `hylleraas_eq` applies it at `y` with displacement `x - y`, and `hylleraas_bound` adds positivity. The `calc` chain in `hylleraas_error` is the Cauchy–Schwarz estimate.

In `minimiser_iff`, `key` says that the change of $J$ along the residual is nonnegative at a minimiser, `h2` inserts the chosen step, and `h3` simplifies the result to $-\|r\|^4s(1+s)$. A nonzero residual then contradicts minimality.

`second_order_bound` derives symmetry and positivity of $H_0-E_0$, rewrites the overlap in `hE`, and applies `hylleraas_bound`. For the matrices `twoLevel`, symmetric by `twoLevel_symmetric`, `second_order_bound_witness` verifies all these hypotheses for any $\Delta>0$ and computes $\langle\psi_0,V\psi_1\rangle=-g^2/\Delta$. Its lower bound on $H_0$ reduces to $\Delta|v_1|^2\ge0$, where $v_1$ is the upper-level component, `v 1` in Lean.
